# Spectral projectors from Lagrange polynomials when a product of distinct level factors vanishes

Let $K$ be a field, $A$ an associative algebra with unit over $K$, possibly noncommutative, and $H$ an element of $A$. Let $x_k$ be a finite family of scalars, called levels. A scalar standing in $A$ means that multiple of the unit. Define

$$W(X)=\prod_j (X-x_j),\qquad \ell_k(X)=\prod_{j\ne k}\frac{X-x_j}{x_k-x_j},\qquad P_k=\ell_k(H).$$

The levels are assumed distinct, and $W(H)=0$. For a matrix $H$, this condition says that $H$ is diagonalisable and that every eigenvalue is in the list. A listed level need not occur as an eigenvalue; its $P_k$ is then zero.

The claim is that

$$P_k^2=P_k,\qquad P_kP_l=0\ (k\neq l),\qquad \sum_k P_k=1,\qquad HP_k=x_kP_k .$$

Let $H$ be the operator $S^2$ of the squared total spin, in units of $\hbar^2$, and let the levels be $s(s+1)$ for different total spin quantum numbers $s$. The $P_k$ are then Löwdin-type spin projectors, which remove unwanted spin components from a trial state, provided that the finite list contains every total spin that can occur.

## Agreement on the levels decides the value at $H$

Suppose that polynomials $p$ and $q$ satisfy $p(x_j)=q(x_j)$ for all $j$. Each $X-x_j$ divides $p-q$. These factors are pairwise coprime because the levels are distinct, so $p-q=Wr$ for some polynomial $r$. Hence $p(H)-q(H)=W(H)\,r(H)=0$.

Since $\ell_k(x_l)=\delta_{kl}$, the following pairs agree on all levels:

- $\ell_k^2$ and $\ell_k$, which gives $P_k^2=P_k$;
- $\ell_k\ell_l$ and $0$ for $k\ne l$, which gives $P_kP_l=0$;
- $X\ell_k$ and $x_k\ell_k$, which gives $HP_k=x_kP_k$;
- $p$ and $\sum_k p(x_k)\ell_k$, which gives $p(H)=\sum_k p(x_k)P_k$.

The last relation with $p=1$ gives $\sum_k P_k=1$.

The same relations give the resolvent. If $z$ differs from every level, then $(z-H)P_k=(z-x_k)P_k$, and summing over $k$ yields

$$(z-H)^{-1}=\sum_k\frac{P_k}{z-x_k}.$$

The inverse is two-sided because all terms are polynomials in $H$. This formula is a by-product of the hand derivation and is not stated in the Lean file.

## Eigen-elements and uniqueness

Let $Ha=ca$ with $a\in A$ and $c\in K$. Write $p-p(c)=r\,(X-c)$. Then $(p(H)-p(c))a=r(H)(H-c)a=0$, so $p(H)a=p(c)a$.

If $Ha=x_ka$, it follows that $P_ka=\ell_k(x_k)a=a$. Conversely, $P_ka=a$ gives $Ha=HP_ka=x_kP_ka=x_ka$.

Now let $\sum_k Q_k=1$ and $HQ_k=x_kQ_k$, without assuming $W(H)=0$. Then

$$W(H)=\sum_k W(H)Q_k=\sum_k W(x_k)Q_k=0.$$

For distinct levels, also $P_k=\sum_l P_kQ_l=\sum_l \ell_k(x_l)Q_l=Q_k$.

## Two spins one half

In units of $\hbar^2$ and in the basis $\uparrow\uparrow,\uparrow\downarrow,\downarrow\uparrow,\downarrow\downarrow$, the squares of the total spin components are

$$S_x^2=\tfrac12\begin{pmatrix}1&0&0&1\\0&1&1&0\\0&1&1&0\\1&0&0&1\end{pmatrix},\quad
S_y^2=\tfrac12\begin{pmatrix}1&0&0&-1\\0&1&1&0\\0&1&1&0\\-1&0&0&1\end{pmatrix},$$

and $S_z^2=\mathrm{diag}(1,0,0,1)$. Their sum is

$$S^2=\begin{pmatrix}2&0&0&0\\0&1&1&0\\0&1&1&0\\0&0&0&2\end{pmatrix}.$$

For the levels 0 and 2, the Lagrange element of level 0 is $P=(S^2-2)/(0-2)=1-S^2/2$. Its middle block is $\tfrac12\begin{pmatrix}1&-1\\-1&1\end{pmatrix}$ and its other entries vanish. This is the projector on the normalised singlet $(\uparrow\downarrow-\downarrow\uparrow)/\sqrt2$. Direct multiplication gives $S^2P=0$, and therefore $S^2(1-P)=S^2=2(1-P)$. Thus $P$ and $1-P$ are a resolution of the kind considered above.

## The definitions in Lean

The levels are a function `x : ι → K` on a finite index type.

```lean
import Mathlib

open Polynomial Finset

namespace LagrangeSpectralProjectors

noncomputable section

variable {K A ι : Type*} [Field K] [Ring A] [Algebra K A] [Fintype ι] [DecidableEq ι]
```

Evaluation of a polynomial at $H$ is `aeval H`, so `levelProduct x H` is $W(H)$. Writing it this way avoids choosing an order for factors in a noncommutative algebra.

```lean
/-- The product of all factors `H - x j`, written as a polynomial evaluated at `H`. -/
def levelProduct (x : ι → K) (H : A) : A :=
  aeval H (∏ j, (X - C (x j)))
```

The element $P_k$ is `projector x H k`. The definition applies to any levels and any $H$; the name anticipates the main theorem, which proves that the element is idempotent when the levels are distinct and $W(H)=0$. No inner product is present, and self-adjointness is not part of the statement.

```lean
/-- The Lagrange element `P k`: the product over `j ≠ k` of `(H - x j) / (x k - x j)`, that is, the
Lagrange basis polynomial evaluated at `H`. -/
def projector (x : ι → K) (H : A) (k : ι) : A :=
  aeval H (Lagrange.basis univ x k)
```

## Interpolation and the projector relations

Distinctness of the levels is `Function.Injective x`. The first lemma is $\ell_k(x_l)=\delta_{kl}$.

```lean
/-- For distinct levels, the Lagrange polynomial of level `k` is one at that level and zero at the
others. -/
theorem eval_basis {x : ι → K} (hx : Function.Injective x) (k l : ι) :
    (Lagrange.basis univ x k).eval (x l) = if k = l then 1 else 0 := by
  split_ifs with h
  · subst h
    exact Lagrange.eval_basis_self hx.injOn (mem_univ _)
  · exact Lagrange.eval_basis_of_ne h (mem_univ _)
```

The next lemma is the agreement argument: `hd` is the divisibility of $p-q$ by $W$, and `h0` evaluates the factorisation at $H$.

```lean
omit [DecidableEq ι] in
/-- If the levels are distinct and the level product vanishes, two polynomials that agree on all
levels take the same value at `H`. -/
theorem aeval_eq_of_agree {x : ι → K} (hx : Function.Injective x) {H : A}
    (hH : levelProduct x H = 0) {p q : K[X]}
    (h : ∀ j, p.eval (x j) = q.eval (x j)) : aeval H p = aeval H q := by
  -- the difference vanishes at every level, so the level polynomial divides it
  have hd : (∏ j, (X - C (x j))) ∣ p - q :=
    Fintype.prod_dvd_of_coprime (pairwise_coprime_X_sub_C hx)
      (fun j => dvd_iff_isRoot.mpr (by simp [IsRoot.def, h j]))
  obtain ⟨r, hr⟩ := hd
  have h0 : aeval H (p - q) = 0 := by
    unfold levelProduct at hH
    rw [hr, map_mul, hH, zero_mul]
  rwa [map_sub, sub_eq_zero] at h0
```

The expansion of $p(H)$ applies this lemma to $p$ and its interpolant.

```lean
/-- Spectral expansion: if the levels are distinct and the level product vanishes, every polynomial
in `H` is the sum of its values at the levels times the projectors. -/
theorem spectral_expansion {x : ι → K} (hx : Function.Injective x) {H : A}
    (hH : levelProduct x H = 0) (p : K[X]) :
    aeval H p = ∑ k, p.eval (x k) • projector x H k := by
  -- replace `p` by its Lagrange interpolant
  have h := aeval_eq_of_agree hx hH (p := p)
    (q := ∑ k, C (p.eval (x k)) * Lagrange.basis univ x k)
    (fun j => by simp [Polynomial.eval_finsetSum, eval_basis hx])
  rw [h, map_sum]
  simp only [projector, map_mul, aeval_C, Algebra.smul_def]
```

The main theorem assumes distinct levels and $W(H)=0$, and its four parts are the four relations of the claim. Three of them compare the polynomial pairs listed above; the sum rule expands the constant polynomial 1. An empty family is allowed, but then $W(H)=1$, and the hypothesis forces $A$ to be the zero ring.

```lean
/-- If the product of `H - x j` over distinct levels vanishes, the Lagrange elements are
idempotent, mutually orthogonal, sum to one, and satisfy `H P k = x k P k`. -/
theorem lagrange_projectors {x : ι → K} (hx : Function.Injective x) {H : A}
    (hH : levelProduct x H = 0) :
    (∀ k, projector x H k * projector x H k = projector x H k) ∧
    (∀ k l, k ≠ l → projector x H k * projector x H l = 0) ∧
    ∑ k, projector x H k = 1 ∧
    ∀ k, H * projector x H k = x k • projector x H k := by
  refine ⟨fun k => ?_, fun k l hkl => ?_, ?_, fun k => ?_⟩
  · have h := aeval_eq_of_agree hx hH
      (p := Lagrange.basis univ x k * Lagrange.basis univ x k)
      (q := Lagrange.basis univ x k)
      (fun j => by rw [eval_mul, eval_basis hx]; split_ifs <;> simp)
    simpa only [projector, map_mul] using h
  · have h := aeval_eq_of_agree hx hH
      (p := Lagrange.basis univ x k * Lagrange.basis univ x l) (q := 0)
      (fun j => by
        rw [eval_mul, eval_basis hx, eval_basis hx, eval_zero]
        by_cases hj : k = j
        · subst hj
          simp [hkl.symm]
        · simp [hj])
    simpa only [projector, map_mul, map_zero] using h
  · -- expand the constant polynomial one
    simpa using (spectral_expansion hx hH 1).symm
  · have h := aeval_eq_of_agree hx hH
      (p := X * Lagrange.basis univ x k) (q := C (x k) * Lagrange.basis univ x k)
      (fun j => by
        rw [eval_mul, eval_mul, eval_X, eval_C, eval_basis hx]
        split_ifs with hj
        · rw [hj]
        · simp)
    simpa only [projector, map_mul, aeval_X, aeval_C, Algebra.smul_def] using h
```

## Fixed elements, the converse and uniqueness

Here `a` is an element of the algebra and not a state vector. For matrices, $Ha=ca$ says that every column of $a$ satisfies the eigenvalue equation. In the proof, `mul_comm` acts on polynomials and places the factor $X-c$ next to `a`.

```lean
/-- If `H a = c a`, then a polynomial in `H` acts on `a` as its value at `c`. -/
theorem aeval_mul_eigen {H a : A} {c : K} (h : H * a = c • a) (p : K[X]) :
    aeval H p * a = p.eval c • a := by
  obtain ⟨r, hr⟩ := X_sub_C_dvd_sub_C_eval (a := c) (p := p)
  have h1 : aeval H (X - C c) * a = 0 := by
    rw [map_sub, aeval_X, aeval_C, sub_mul, h, Algebra.smul_def, sub_self]
  have h2 : aeval H (p - C (p.eval c)) * a = 0 := by
    rw [hr, mul_comm (X - C c) r, map_mul, mul_assoc, h1, mul_zero]
  rwa [map_sub, aeval_C, sub_mul, sub_eq_zero, ← Algebra.smul_def] at h2
```

The two directions of the equivalence follow the hand argument.

```lean
/-- If the levels are distinct and the level product vanishes, the projector `P k` leaves `a`
unchanged exactly when `H a = x k a`. -/
theorem projector_fixes_iff {x : ι → K} (hx : Function.Injective x) {H : A}
    (hH : levelProduct x H = 0) (k : ι) (a : A) :
    projector x H k * a = a ↔ H * a = x k • a := by
  constructor
  · intro h
    have hk := (lagrange_projectors hx hH).2.2.2 k
    calc H * a = H * (projector x H k * a) := by rw [h]
      _ = x k • (projector x H k * a) := by rw [← mul_assoc, hk, smul_mul_assoc]
      _ = x k • a := by rw [h]
  · intro h
    rw [projector, aeval_mul_eigen h, eval_basis hx, if_pos rfl, one_smul]
```

The converse inserts $1=\sum_k Q_k$ and needs no distinctness.

```lean
omit [DecidableEq ι] in
/-- Converse: if one is a sum of elements `Q k` with `H Q k = x k Q k`, then the
product of all `H - x j` vanishes. -/
theorem levelProduct_eq_zero {x : ι → K} {H : A} {Q : ι → A}
    (hsum : ∑ k, Q k = 1) (hQ : ∀ k, H * Q k = x k • Q k) :
    levelProduct x H = 0 := by
  rw [← mul_one (levelProduct x H), ← hsum, mul_sum]
  refine sum_eq_zero fun k _ => ?_
  have h0 : (∏ j, (X - C (x j))).eval (x k) = 0 := by
    rw [eval_prod]
    exact prod_eq_zero (mem_univ k) (by simp)
  rw [levelProduct, aeval_mul_eigen (hQ k), h0, zero_smul]
```

Uniqueness inserts the same sum to the right of $P_k$, and the Kronecker delta selects one term.

```lean
/-- Uniqueness: for distinct levels, a resolution of one into elements `Q k` with
`H Q k = x k Q k` consists of the Lagrange projectors. -/
theorem projector_unique {x : ι → K} (hx : Function.Injective x) {H : A} {Q : ι → A}
    (hsum : ∑ k, Q k = 1) (hQ : ∀ k, H * Q k = x k • Q k) (k : ι) :
    projector x H k = Q k := by
  have h : ∀ l, projector x H k * Q l = (if k = l then (1 : K) else 0) • Q l := fun l => by
    rw [projector, aeval_mul_eigen (hQ l), eval_basis hx]
  rw [← mul_one (projector x H k), ← hsum, mul_sum]
  simp [h]
```

## The singlet projector as a matrix

The spin matrices are entered explicitly, and $S^2$ is formed from their squares.

```lean
/-- The operator `S² = Sx² + Sy² + Sz²` of two spins one half, in units of `ħ²` and in
the product basis up-up, up-down, down-up, down-down. -/
def totalSpinSq : Matrix (Fin 4) (Fin 4) ℂ :=
  let Sx : Matrix (Fin 4) (Fin 4) ℂ :=
    (1 / 2 : ℂ) • !![0, 1, 1, 0; 1, 0, 0, 1; 1, 0, 0, 1; 0, 1, 1, 0]
  let Sy : Matrix (Fin 4) (Fin 4) ℂ :=
    (Complex.I / 2) • !![0, -1, -1, 0; 1, 0, 0, -1; 1, 0, 0, -1; 0, 1, 1, 0]
  let Sz : Matrix (Fin 4) (Fin 4) ℂ :=
    !![1, 0, 0, 0; 0, 0, 0, 0; 0, 0, 0, 0; 0, 0, 0, -1]
  Sx * Sx + Sy * Sy + Sz * Sz

/-- The matrix projecting on the antisymmetric combination of up-down and down-up. -/
def singletMatrix : Matrix (Fin 4) (Fin 4) ℂ :=
  !![0, 0, 0, 0; 0, 1 / 2, -1 / 2, 0; 0, -1 / 2, 1 / 2, 0; 0, 0, 0, 0]
```

The fact `hI` squares the prefactor $i/2$ of $S_y$; the matrices are then compared entry by entry.

```lean
/-- The matrix `S²` of two spins one half in explicit form. -/
theorem totalSpinSq_eq :
    totalSpinSq = !![2, 0, 0, 0; 0, 1, 1, 0; 0, 1, 1, 0; 0, 0, 0, 2] := by
  have hI : Complex.I / 2 * (Complex.I / 2) = -1 / 4 := by
    linear_combination (1 / 4 : ℂ) * Complex.I_mul_I
  simp only [totalSpinSq, smul_mul_smul_comm, hI]
  ext i j
  fin_cases i <;> fin_cases j <;> simp <;> norm_num
```

The last theorem confirms that the hypotheses are met for this $S^2$ and identifies the projector with index 0, whose level is also 0. Its proof checks that `singletMatrix` and `1 - singletMatrix` resolve the identity with levels 0 and 2. The converse then gives the vanishing level product, and uniqueness gives the projector.

```lean
/-- For two spins one half, `S²` with the distinct levels 0 and 2 has vanishing level
product, and its Lagrange projector for level 0 is `singletMatrix`. -/
theorem lagrange_projectors_witness :
    Function.Injective (![0, 2] : Fin 2 → ℂ) ∧
    levelProduct (![0, 2] : Fin 2 → ℂ) totalSpinSq = 0 ∧
    projector (![0, 2] : Fin 2 → ℂ) totalSpinSq 0 = singletMatrix := by
  have hx : Function.Injective (![0, 2] : Fin 2 → ℂ) := by
    intro i j h
    fin_cases i <;> fin_cases j <;> simp_all
  have hA : totalSpinSq * singletMatrix = 0 := by
    rw [totalSpinSq_eq]
    ext i j
    fin_cases i <;> fin_cases j <;>
      simp [singletMatrix, Matrix.mul_apply, Fin.sum_univ_succ] <;> norm_num
  have hS : totalSpinSq = (2 : ℂ) • (1 - singletMatrix) := by
    rw [totalSpinSq_eq]
    ext i j
    fin_cases i <;> fin_cases j <;> simp [singletMatrix] <;> norm_num
  -- the two spin components resolve the identity
  have hsum : ∑ k, (![singletMatrix, 1 - singletMatrix] : Fin 2 → _) k = 1 := by
    rw [Fin.sum_univ_two]
    exact add_sub_cancel singletMatrix 1
  have hQ : ∀ k, totalSpinSq * (![singletMatrix, 1 - singletMatrix] : Fin 2 → _) k =
      (![0, 2] : Fin 2 → ℂ) k • (![singletMatrix, 1 - singletMatrix] : Fin 2 → _) k := by
    refine Fin.forall_fin_two.mpr ⟨?_, ?_⟩
    · show totalSpinSq * singletMatrix = (0 : ℂ) • singletMatrix
      rw [hA, zero_smul]
    · show totalSpinSq * (1 - singletMatrix) = (2 : ℂ) • (1 - singletMatrix)
      rw [mul_sub, mul_one, hA, sub_zero]
      exact hS
  exact ⟨hx, levelProduct_eq_zero hsum hQ, projector_unique hx hsum hQ 0⟩

end

end LagrangeSpectralProjectors
```

```lean
#print axioms LagrangeSpectralProjectors.lagrange_projectors
#print axioms LagrangeSpectralProjectors.projector_fixes_iff
```

```
'LagrangeSpectralProjectors.lagrange_projectors' depends on axioms: [propext, Classical.choice, Quot.sound]
'LagrangeSpectralProjectors.projector_fixes_iff' depends on axioms: [propext, Classical.choice, Quot.sound]
```
